# Equal mixtures with the same density matrix can separate under a two-component mean-field equation

## What is lost when only the density matrix is kept

Suppose that an ensemble of states is to be propagated under a nonlinear mean-field equation, and that only its initial density matrix has been stored. Its later density matrix may then be undetermined: two ensembles can agree in every entry at the start and differ afterwards.

Linear quantum mechanics does not have this problem. If every member evolves by the same unitary $U$, the density matrix goes from $\rho$ to $U\rho U^\dagger$, whichever ensemble produced $\rho$. In the model below, the evolution of each member depends on its own populations, and these can differ between ensembles with the same $\rho$.

## Two components, each shifted by its own population

The state is $\psi=(\psi_0,\psi_1)\in\mathbb C^2$, and it obeys, with $\hbar=1$,

$$ i\,\psi_j' = g\,|\psi_j|^2\,\psi_j ,\qquad j=0,1 . $$

The real constant $g$ stands for the strength of the interaction within a component: it is the frequency shift per unit population. There is no tunnelling between the components.

An equal mixture of states $u$ and $v$ has the density matrix with entries

$$ \tfrac12\left(u_i\bar u_j+v_i\bar v_j\right). $$

Each member evolves in its own mean field, as in separate runs whose results are averaged at the end. Let $\rho(t)$ be the density matrix of the mixture that starts from $(1,0)$ and $(0,1)$. Let $\sigma(t)$ be that of the mixture that starts from $(\cos a,\sin a)$ and $(-\sin a,\cos a)$, for a real angle $a$. Then

$$ \rho(0)=\sigma(0),\qquad \rho_{01}(t)=0,\qquad \sigma_{01}(t)=-\tfrac i2\,\sin(2a)\,\sin\!\big(gt\cos(2a)\big). $$

## From conserved populations to a coherence

The population of each component is constant, because

$$ \frac{d}{dt}|\psi_j|^2=\psi_j'\bar\psi_j+\psi_j\bar\psi_j' = -ig|\psi_j|^4+ig|\psi_j|^4=0 . $$

Write $n_j=|\psi_j(0)|^2$. The equation becomes $\psi_j'=-ign_j\psi_j$, so $e^{ign_jt}\psi_j(t)$ has zero derivative and keeps its initial value. Hence

$$ \psi_j(t)=e^{-ign_jt}\,\psi_j(0). $$

For the rotated states, set $P=e^{-igt\cos^2a}$ and $Q=e^{-igt\sin^2a}$. At time $t$ the two members are $(P\cos a,\,Q\sin a)$ and $(-Q\sin a,\,P\cos a)$. Since $|P|=|Q|=1$, both diagonal entries of $\sigma(t)$ are $(\cos^2a+\sin^2a)/2=1/2$. The upper off-diagonal entry is

$$ \sigma_{01}(t)=\tfrac12\sin a\cos a\,\left(P\bar Q-Q\bar P\right). $$

The relative phase depends only on the population difference $\cos^2a-\sin^2a=\cos(2a)$. With $\theta=gt\cos(2a)$ we have $P\bar Q=e^{-i\theta}$ and $Q\bar P=e^{i\theta}$, so the bracket equals $-2i\sin\theta$. Inserting $\sin a\cos a=\tfrac12\sin(2a)$ gives the stated formula.

Setting $a=0$ gives $\rho(t)=\mathbb 1/2$ at all times. Setting $t=0$ gives $\sigma(0)=\mathbb 1/2$, which is the same initial matrix.

## When the mixtures differ, and what that rules out

The evolved matrices agree exactly when $\sin(2a)\sin(gt\cos(2a))=0$. At $a=\pi/4$, for example, all populations are equal and the mixtures never separate.

For any $gt\neq0$, however, some angle separates them. Take $c=1/(1+|gt|)$ and choose $a$ with $\cos(2a)=c$ and $\sin(2a)=\sqrt{1-c^2}$. Since $0<c<1$, the second number is positive. Also $0<|gtc|<1<\pi$, so $\sin(gtc)\neq0$.

A map $\Phi$ that took the initial density matrix of every equal mixture of two normalised states to the evolved one would need two different values at $\mathbb 1/2$. No such map exists, linear or not. For simulations with this two-component equation without tunnelling, the initial density matrix alone therefore does not suffice in general to determine the density matrix averaged over separately evolved initial states.

## How the Lean statements express this

`IsSolution g ψ` says that both components satisfy the differential equation at every real time. The indices of `Fin 2` are 0 and 1, `normSq` is $|\cdot|^2$, and `mixture u v` is the equal average of the two projectors when the states are normalised. The states `tilted a` and `tiltedPerp a` are the rotated pair.

The theorem `mean_field_separates_mixtures` takes any four solutions with the prescribed initial states. It concludes that the initial matrices are equal and gives the two entries `0 1` at every `t`. It holds for all real $g$ and $a$, including values for which the second entry vanishes. Solutions do exist for every initial state, by `flow_isSolution`.

In `no_density_matrix_map`, $g$ and $t$ are fixed with $gt\neq0$, and `Φ` is an arbitrary function on complex $2\times2$ matrices, with no assumption of linearity or continuity. The theorems do not treat tunnelling, more components, or a mean field computed from the averaged density matrix. That last case is a different model, in which the density matrix obeys a closed equation.

## The complete file

```lean
import Mathlib

open Complex (I normSq)
open ComplexConjugate

namespace MeanFieldMixtures

noncomputable section

/-- A trajectory in C² obeys the mean-field equation `i ψ_j' = g |ψ_j|² ψ_j`. -/
def IsSolution (g : ℝ) (ψ : ℝ → Fin 2 → ℂ) : Prop :=
  ∀ t j, HasDerivAt (fun s => ψ s j) (-I * (g * normSq (ψ t j) * ψ t j)) t

/-- The phase factor `exp(-i g n t)` acquired by a component with population `n`. -/
def phase (g t n : ℝ) : ℂ := Complex.exp (-(I * g * n) * t)

/-- Each component of the state is multiplied by the phase set by its own population. -/
def flow (g t : ℝ) (v : Fin 2 → ℂ) : Fin 2 → ℂ :=
  fun j => phase g t (normSq (v j)) * v j

/-- The density matrix of an equal mixture of the states `u` and `v`. -/
def mixture (u v : Fin 2 → ℂ) : Matrix (Fin 2) (Fin 2) ℂ :=
  fun i j => (u i * conj (u j) + v i * conj (v j)) / 2

/-- The state `(cos a, sin a)`. -/
def tilted (a : ℝ) : Fin 2 → ℂ := ![(Real.cos a : ℂ), (Real.sin a : ℂ)]

/-- The state `(-sin a, cos a)`. -/
def tiltedPerp (a : ℝ) : Fin 2 → ℂ := ![((-Real.sin a : ℝ) : ℂ), (Real.cos a : ℂ)]

/-- The relative phase of two components is governed by their population difference. -/
theorem phase_interference (g t m n : ℝ) :
    phase g t m * conj (phase g t n) =
      (Real.cos (g * t * (m - n)) : ℂ) - I * (Real.sin (g * t * (m - n)) : ℂ) := by
  unfold phase
  rw [← Complex.exp_conj, ← Complex.exp_add]
  have h : -(I * g * m) * t + conj (-(I * g * n) * (t : ℂ))
      = ((-(g * t * (m - n)) : ℝ) : ℂ) * I := by
    simp only [map_mul, map_neg, Complex.conj_I, Complex.conj_ofReal]
    push_cast
    ring
  rw [h, Complex.exp_mul_I, ← Complex.ofReal_cos, ← Complex.ofReal_sin,
    Real.cos_neg, Real.sin_neg, Complex.ofReal_neg]
  ring

/-- The phase factor rotates at the constant rate `g n`. -/
theorem phase_hasDerivAt (g n t : ℝ) :
    HasDerivAt (fun s => phase g s n) (-(I * g * n) * phase g t n) t := by
  have h0 := (hasDerivAt_id t).ofReal_comp.const_mul (-(I * g * n))
  have h1 : HasDerivAt (fun s : ℝ => -(I * g * n) * (s : ℂ)) (-(I * g * n)) t :=
    h0.congr_deriv (by simp)
  exact h1.cexp.congr_deriv (by unfold phase; ring)

/-- The flow solves the mean-field equation for every initial state. -/
theorem flow_isSolution (g : ℝ) (v : Fin 2 → ℂ) : IsSolution g (fun t => flow g t v) := by
  intro t j
  have hp : normSq (phase g t (normSq (v j))) = 1 := by
    have h := phase_interference g t (normSq (v j)) (normSq (v j))
    rw [Complex.mul_conj, sub_self, mul_zero, Real.cos_zero, Real.sin_zero,
      Complex.ofReal_zero, mul_zero, sub_zero] at h
    exact Complex.ofReal_injective h
  have hn : normSq (flow g t v j) = normSq (v j) := by
    unfold flow
    rw [Complex.normSq_mul, hp, one_mul]
  refine ((phase_hasDerivAt g (normSq (v j)) t).mul_const (v j)).congr_deriv ?_
  rw [hn]
  unfold flow
  ring

/-- Every solution of the mean-field equation is given by the flow of its initial state. -/
theorem solution_eq_flow {g : ℝ} {ψ : ℝ → Fin 2 → ℂ} (h : IsSolution g ψ) (t : ℝ) :
    ψ t = flow g t (ψ 0) := by
  ext j
  -- the population of each component is conserved
  have hN : ∀ s, HasDerivAt (fun r => ψ r j * conj (ψ r j)) 0 s := by
    intro s
    have hc : HasDerivAt (fun r => conj (ψ r j))
        (conj (-I * (g * normSq (ψ s j) * ψ s j))) s := (h s j).star
    refine ((h s j).fun_mul hc).congr_deriv ?_
    simp only [map_mul, map_neg, Complex.conj_I, Complex.conj_ofReal]
    ring
  have hn : ∀ s, (normSq (ψ s j) : ℂ) = normSq (ψ 0 j) := by
    intro s
    have e := is_const_of_deriv_eq_zero (fun r => (hN r).differentiableAt)
      (fun r => (hN r).deriv) s 0
    simpa only [Complex.mul_conj] using e
  -- removing the phase leaves a constant
  have hF : ∀ s, HasDerivAt (fun r => phase (-g) r (normSq (ψ 0 j)) * ψ r j) 0 s := by
    intro s
    refine ((phase_hasDerivAt (-g) (normSq (ψ 0 j)) s).fun_mul (h s j)).congr_deriv ?_
    rw [hn s, Complex.ofReal_neg]
    ring
  have e : phase (-g) t (normSq (ψ 0 j)) * ψ t j
      = phase (-g) 0 (normSq (ψ 0 j)) * ψ 0 j :=
    is_const_of_deriv_eq_zero (fun r => (hF r).differentiableAt) (fun r => (hF r).deriv) t 0
  have e0 : phase (-g) 0 (normSq (ψ 0 j)) = 1 := by simp [phase]
  have e1 : phase g t (normSq (ψ 0 j)) * phase (-g) t (normSq (ψ 0 j)) = 1 := by
    unfold phase
    rw [← Complex.exp_add, ← Complex.exp_zero]
    congr 1
    push_cast
    ring
  rw [e0] at e
  unfold flow
  linear_combination phase g t (normSq (ψ 0 j)) * e - ψ t j * e1

/-- The density matrix at time `t` of the equal mixture of the two rotated states. -/
theorem evolved_density (g t a : ℝ) :
    mixture (flow g t (tilted a)) (flow g t (tiltedPerp a)) =
      !![1 / 2, -(I / 2) * ((Real.sin (2 * a) * Real.sin (g * t * Real.cos (2 * a)) : ℝ) : ℂ);
        (I / 2) * ((Real.sin (2 * a) * Real.sin (g * t * Real.cos (2 * a)) : ℝ) : ℂ), 1 / 2] := by
  have pair : ∀ x y : ℝ, flow g t ![(x : ℂ), (y : ℂ)]
      = ![phase g t (x ^ 2) * x, phase g t (y ^ 2) * y] := by
    intro x y
    ext j
    fin_cases j <;> simp [flow, Complex.normSq_ofReal, pow_two]
  have mix : ∀ x y z w : ℂ, mixture ![x, y] ![z, w] =
      !![(x * conj x + z * conj z) / 2, (x * conj y + z * conj w) / 2;
        (y * conj x + w * conj z) / 2, (y * conj y + w * conj w) / 2] := by
    intro x y z w
    ext i j
    fin_cases i <;> fin_cases j <;> rfl
  have key : ∀ p q r s p' q' r' s' : ℂ, p = p' → q = q' → r = r' → s = s' →
      !![p, q; r, s] = !![p', q'; r', s'] := by
    rintro p q r s _ _ _ _ rfl rfl rfl rfl
    rfl
  have unit : ∀ n, phase g t n * conj (phase g t n) = 1 := by
    intro n
    rw [phase_interference, sub_self, mul_zero, Real.cos_zero, Real.sin_zero]
    simp
  have hd : Real.cos a ^ 2 - Real.sin a ^ 2 = Real.cos (2 * a) := by
    rw [Real.cos_two_mul]
    linarith [Real.sin_sq_add_cos_sq a]
  have hd' : Real.sin a ^ 2 - Real.cos a ^ 2 = -Real.cos (2 * a) := by linarith
  have hs : (Real.cos a : ℂ) ^ 2 + (Real.sin a : ℂ) ^ 2 = 1 := by
    rw [← Complex.ofReal_pow, ← Complex.ofReal_pow, ← Complex.ofReal_add,
      Real.cos_sq_add_sin_sq, Complex.ofReal_one]
  have hP := unit (Real.cos a ^ 2)
  have hQ := unit (Real.sin a ^ 2)
  -- the two states interfere with opposite relative phases
  have hPQ := phase_interference g t (Real.cos a ^ 2) (Real.sin a ^ 2)
  have hQP := phase_interference g t (Real.sin a ^ 2) (Real.cos a ^ 2)
  rw [hd] at hPQ
  rw [hd', mul_neg, Real.cos_neg, Real.sin_neg, Complex.ofReal_neg] at hQP
  unfold tilted tiltedPerp
  rw [pair, pair, neg_sq, mix, Real.sin_two_mul]
  apply key <;> simp only [map_mul, map_neg, Complex.conj_ofReal, Complex.ofReal_neg,
    Complex.ofReal_mul, Complex.ofReal_ofNat]
  · linear_combination (Real.cos a : ℂ) ^ 2 / 2 * hP + (Real.sin a : ℂ) ^ 2 / 2 * hQ + hs / 2
  · linear_combination (Real.cos a : ℂ) * Real.sin a / 2 * (hPQ - hQP)
  · linear_combination (Real.cos a : ℂ) * Real.sin a / 2 * (hQP - hPQ)
  · linear_combination (Real.cos a : ℂ) ^ 2 / 2 * hP + (Real.sin a : ℂ) ^ 2 / 2 * hQ + hs / 2

/-- The equal mixture of `(1,0)` and `(0,1)` has density matrix one half of the identity
at every time. -/
theorem evolved_basis_density (g t : ℝ) :
    mixture (flow g t ![1, 0]) (flow g t ![0, 1]) = !![1 / 2, 0; 0, 1 / 2] := by
  have h := evolved_density g t 0
  have h1 : tilted 0 = ![1, 0] := by simp [tilted]
  have h2 : tiltedPerp 0 = ![0, 1] := by simp [tiltedPerp]
  rw [h1, h2] at h
  rw [h]
  simp

/-- The two ensembles have the same density matrix before the evolution. -/
theorem initial_density_eq (a : ℝ) :
    mixture ![1, 0] ![0, 1] = mixture (tilted a) (tiltedPerp a) := by
  have hz : ∀ v, flow 0 0 v = v := fun v => by
    ext j
    simp [flow, phase]
  have h := evolved_density 0 0 a
  have h' := evolved_basis_density 0 0
  simp only [hz] at h h'
  rw [h, h']
  simp

/-- Two ensembles with the same initial density matrix evolve under the mean-field equation to upper
off-diagonal entries `0` and `-(i/2) sin(2a) sin(g t cos(2a))`. -/
theorem mean_field_separates_mixtures {g a : ℝ} {ψ₁ ψ₂ φ₁ φ₂ : ℝ → Fin 2 → ℂ}
    (hψ₁ : IsSolution g ψ₁) (hψ₂ : IsSolution g ψ₂)
    (hφ₁ : IsSolution g φ₁) (hφ₂ : IsSolution g φ₂)
    (i₁ : ψ₁ 0 = ![1, 0]) (i₂ : ψ₂ 0 = ![0, 1])
    (k₁ : φ₁ 0 = tilted a) (k₂ : φ₂ 0 = tiltedPerp a) :
    mixture (ψ₁ 0) (ψ₂ 0) = mixture (φ₁ 0) (φ₂ 0) ∧
    ∀ t, mixture (ψ₁ t) (ψ₂ t) 0 1 = 0 ∧ mixture (φ₁ t) (φ₂ t) 0 1 =
      -(I / 2) * ((Real.sin (2 * a) * Real.sin (g * t * Real.cos (2 * a)) : ℝ) : ℂ) := by
  refine ⟨by rw [i₁, i₂, k₁, k₂]; exact initial_density_eq a, fun t => ⟨?_, ?_⟩⟩
  · rw [solution_eq_flow hψ₁ t, solution_eq_flow hψ₂ t, i₁, i₂, evolved_basis_density]
    rfl
  · rw [solution_eq_flow hφ₁ t, solution_eq_flow hφ₂ t, k₁, k₂, evolved_density]
    rfl

/-- The evolved density matrices agree exactly when `sin(2a) sin(g t cos(2a))` vanishes. -/
theorem densities_agree_iff (g t a : ℝ) :
    mixture (flow g t (tilted a)) (flow g t (tiltedPerp a)) =
      mixture (flow g t ![1, 0]) (flow g t ![0, 1]) ↔
    Real.sin (2 * a) * Real.sin (g * t * Real.cos (2 * a)) = 0 := by
  rw [evolved_density, evolved_basis_density]
  constructor
  · intro h
    have h01 : -(I / 2) *
        ((Real.sin (2 * a) * Real.sin (g * t * Real.cos (2 * a)) : ℝ) : ℂ) = 0 :=
      congrArg (fun M : Matrix (Fin 2) (Fin 2) ℂ => M 0 1) h
    have hI : -(I / 2) ≠ 0 := neg_ne_zero.mpr (div_ne_zero Complex.I_ne_zero two_ne_zero)
    exact Complex.ofReal_eq_zero.mp ((mul_eq_zero.mp h01).resolve_left hI)
  · intro h
    rw [h]
    simp

/-- If `g t ≠ 0`, no map on matrices sends the density matrix of every equal mixture of two
normalised states to its mean-field evolved density matrix. -/
theorem no_density_matrix_map {g t : ℝ} (hgt : g * t ≠ 0) :
    ¬ ∃ Φ : Matrix (Fin 2) (Fin 2) ℂ → Matrix (Fin 2) (Fin 2) ℂ,
      ∀ u v : Fin 2 → ℂ, ∑ j, normSq (u j) = 1 → ∑ j, normSq (v j) = 1 →
        Φ (mixture u v) = mixture (flow g t u) (flow g t v) := by
  rintro ⟨Φ, h⟩
  have norm : ∀ x y : ℝ, x ^ 2 + y ^ 2 = 1 → ∑ j, normSq (![(x : ℂ), (y : ℂ)] j) = 1 := by
    intro x y hxy
    rw [Fin.sum_univ_two]
    change normSq (x : ℂ) + normSq (y : ℂ) = 1
    rw [Complex.normSq_ofReal, Complex.normSq_ofReal]
    linarith
  -- choose the angle so that cos(2a) = c is positive and |g t c| < 1
  have hx : 0 < |g * t| := abs_pos.mpr hgt
  obtain ⟨c, hc⟩ : ∃ c : ℝ, c = 1 / (1 + |g * t|) := ⟨_, rfl⟩
  have hc0 : 0 < c := by rw [hc]; positivity
  have hm : c * (1 + |g * t|) = 1 := by rw [hc]; field_simp
  have hc1 : c < 1 := by nlinarith [mul_pos hc0 hx]
  have hb : |g * t * c| < 1 := by
    rw [abs_mul, abs_of_pos hc0]
    linarith
  have h2 : 2 * (Real.arccos c / 2) = Real.arccos c := by ring
  have agree := (densities_agree_iff g t (Real.arccos c / 2)).mp (by
    have n1 : ∑ j, normSq (tilted (Real.arccos c / 2) j) = 1 :=
      norm (Real.cos (Real.arccos c / 2)) (Real.sin (Real.arccos c / 2))
        (Real.cos_sq_add_sin_sq _)
    have n2 : ∑ j, normSq (tiltedPerp (Real.arccos c / 2) j) = 1 :=
      norm (-Real.sin (Real.arccos c / 2)) (Real.cos (Real.arccos c / 2))
        (by rw [neg_sq]; exact Real.sin_sq_add_cos_sq _)
    rw [← h (tilted (Real.arccos c / 2)) (tiltedPerp (Real.arccos c / 2)) n1 n2,
      ← h ![1, 0] ![0, 1] (by simp [Fin.sum_univ_two]) (by simp [Fin.sum_univ_two])]
    exact congrArg Φ (initial_density_eq _).symm)
  rw [h2, Real.cos_arccos (by linarith) hc1.le, Real.sin_arccos] at agree
  rcases mul_eq_zero.mp agree with h0 | h0
  · have hpos : 0 < 1 - c ^ 2 := by nlinarith
    exact (Real.sqrt_pos.mpr hpos).ne' h0
  · have hl := abs_lt.mp hb
    have hz := (Real.sin_eq_zero_iff_of_lt_of_lt
      (by linarith [Real.pi_gt_three, hl.1]) (by linarith [Real.pi_gt_three, hl.2])).mp h0
    exact mul_ne_zero hgt hc0.ne' hz

end

end MeanFieldMixtures
```

```lean
#print axioms MeanFieldMixtures.flow_isSolution
#print axioms MeanFieldMixtures.mean_field_separates_mixtures
#print axioms MeanFieldMixtures.no_density_matrix_map
```

```
'MeanFieldMixtures.flow_isSolution' depends on axioms: [propext, Classical.choice, Quot.sound]
'MeanFieldMixtures.mean_field_separates_mixtures' depends on axioms: [propext, Classical.choice, Quot.sound]
'MeanFieldMixtures.no_density_matrix_map' depends on axioms: [propext, Classical.choice, Quot.sound]
```

## How the proof follows the calculation

`phase_interference` is the formula for $P\bar Q$ with general populations, and `phase_hasDerivAt` differentiates the phase factor. Together they give `flow_isSolution`: the phase has modulus one, so the population in the equation remains the initial one.

`solution_eq_flow` proves the converse, that every solution is the flow of its initial state. It first shows that $\psi_j\bar\psi_j$ is constant, then that the solution multiplied by the opposite phase, `phase (-g)`, is constant. Multiplying back by `phase g` isolates $\psi_j(t)$.

`evolved_density` computes all four entries. The hypotheses `hPQ` and `hQP` are the formulas for $P\bar Q$ and $Q\bar P$, and `linear_combination` subtracts them with the weight $\tfrac12\sin a\cos a$, as in the derivation. The basis mixture is the case $a=0$ in `evolved_basis_density`, and `initial_density_eq` evaluates both results at zero time. The main theorem replaces each solution by its flow and reads off the entries.

`densities_agree_iff` compares the matrices through their entry `0 1`. The last theorem uses the angle `Real.arccos c / 2`; equal inputs to `Φ` force equal outputs, and the bounds on $c$ contradict the agreement condition.

## Uniqueness from a zero derivative

The step from an explicit solution to all solutions rests on Mathlib's `is_const_of_deriv_eq_zero`. For a differentiable function whose derivative vanishes everywhere, it gives equality of the values at any two chosen points. The proof applies it twice, between a general time and time 0: once to the population and once to the component with its phase removed. No general uniqueness theorem for differential equations, with its Lipschitz condition, is needed.

The lemma asks for differentiability separately, because Mathlib's `deriv` is zero by convention where a function has no derivative. A `HasDerivAt` statement supplies both inputs, through `.differentiableAt` and `.deriv`, which is why `hN` and `hF` are stated in that form.
